# Antiparallel spin pairs $\psi\otimes T\psi$ span the two-spin space, parallel pairs $\psi\otimes\psi$ only three dimensions of it

Suppose a calculation with two spins one-half keeps only the triplet states, because both spins are prepared along one common axis. For parallel spins this loses nothing. If the second spin is then reversed, the pair is still described by a single direction, and the same truncation may look safe. It is not: it removes half the norm squared of every antiparallel pair, whatever the axis. The parallel pairs lie in a three-dimensional subspace, while the antiparallel pairs together need all four dimensions.

## Amplitudes of the two kinds of pair

A spinor $\psi=(\psi_0,\psi_1)$ has amplitude $\psi_0$ for spin up and $\psi_1$ for spin down along $z$. It is a unit spinor if $|\psi_0|^2+|\psi_1|^2=1$. Time reversal is $T\psi=i\sigma_y\overline{\psi}$, where the bar conjugates each amplitude. Since

$$i\sigma_y=\begin{pmatrix}0&1\\-1&0\end{pmatrix},\qquad T\psi=(\overline{\psi_1},\,-\overline{\psi_0}),$$

$T\psi$ is orthogonal to $\psi$ and describes the opposite spin direction.

A two-spin state $v$ has four amplitudes $v_{ij}$, with $i$ for the first spin and $j$ for the second. In the order $00,01,10,11$,

$$\psi\otimes\psi=(\psi_0^2,\ \psi_0\psi_1,\ \psi_1\psi_0,\ \psi_1^2),$$

$$\psi\otimes T\psi=(\psi_0\overline{\psi_1},\ -|\psi_0|^2,\ |\psi_1|^2,\ -\psi_1\overline{\psi_0}).$$

The middle two amplitudes of a parallel pair are always equal. Those of an antiparallel pair never are, unless $\psi=0$.

## Expanding any state in four antiparallel pairs

Take the four unit spinors

$$\chi_0=(1,0),\quad \chi_1=(0,1),\quad \chi_2=\left(\tfrac35,\tfrac45\right),\quad \chi_3=\left(\tfrac35,\tfrac45 i\right).$$

The numbers $3/5$ and $4/5$ give normalised superpositions without square roots. Writing $a_k=\chi_k\otimes T\chi_k$, we find

$$\begin{aligned}
a_0&=(0,-1,0,0), & a_2&=\tfrac1{25}(12,-9,16,-12),\\
a_1&=(0,0,1,0), & a_3&=\tfrac1{25}(-12i,-9,16,-12i).
\end{aligned}$$

We look for coefficients with $v=\sum_k c_k a_k$. The amplitudes on $00$ and $11$ involve only $c_2$ and $c_3$:

$$v_{00}=\tfrac{12}{25}(c_2-ic_3),\qquad v_{11}=-\tfrac{12}{25}(c_2+ic_3).$$

Subtracting and adding these equations gives

$$c_2=\tfrac{25}{24}(v_{00}-v_{11}),\qquad c_3=\tfrac{25}{24}\,i\,(v_{00}+v_{11}).$$

The other two amplitudes are $v_{01}=-c_0-\tfrac9{25}(c_2+c_3)$ and $v_{10}=c_1+\tfrac{16}{25}(c_2+c_3)$, so

$$c_0=-v_{01}-\tfrac9{25}(c_2+c_3),\qquad c_1=v_{10}-\tfrac{16}{25}(c_2+c_3).$$

Every $v$ therefore has an expansion. The four antiparallel pairs span the whole space, and so does the larger set of all antiparallel pairs. Four vectors that span a four-dimensional space are also linearly independent.

## Parallel pairs and the missing singlet

Every parallel pair satisfies $v_{ij}=v_{ji}$, and linear combinations preserve this condition. Conversely, let $v$ be any state with $v_{10}=v_{01}$. Since $\chi_2\otimes\chi_2=\tfrac1{25}(9,12,12,16)$, a coefficient $\tfrac{25}{12}v_{01}$ produces the correct middle amplitudes. It also contributes $\tfrac34v_{01}$ on $00$ and $\tfrac43v_{01}$ on $11$, which the other two pairs correct:

$$v=\left(v_{00}-\tfrac34v_{01}\right)\chi_0\otimes\chi_0+\left(v_{11}-\tfrac43v_{01}\right)\chi_1\otimes\chi_1+\tfrac{25}{12}v_{01}\,\chi_2\otimes\chi_2.$$

The parallel pairs thus span exactly the exchange-symmetric states. Such a state is fixed by the three free numbers $v_{00},v_{01},v_{11}$, so the dimension is three. Any four parallel pairs are consequently linearly dependent.

The missing direction is the singlet $s=(0,1,-1,0)/\sqrt2$. Its overlaps are

$$\langle s,\psi\otimes\psi\rangle=\frac{\psi_0\psi_1-\psi_1\psi_0}{\sqrt2}=0,\qquad
\langle s,\psi\otimes T\psi\rangle=-\frac{|\psi_0|^2+|\psi_1|^2}{\sqrt2}.$$

For a unit spinor the second overlap is $-1/\sqrt2$. The singlet weight is $1/2$, which is the half lost in the truncation described at the start.

## Spinors, pairs and exchange symmetry in Lean

The development uses explicit amplitudes throughout. Opening `Complex` makes `I` available for the imaginary unit.

```lean
import Mathlib

open Matrix Complex

namespace AntiparallelSpins

noncomputable section
```

The Pauli matrix is written in the basis of up and down along $z$, with index 0 for up.

```lean
/-- The Pauli matrix `σ_y`. -/
def pauliY : Matrix (Fin 2) (Fin 2) ℂ := !![0, -I; I, 0]
```

In time reversal, `star ψ` conjugates each amplitude and `*ᵥ` applies the matrix to the result. The definition fixes the phase convention $i\sigma_y$; a different overall phase for $T$ would leave the spans unchanged.

```lean
/-- Time reversal of a spinor, `T ψ = i σ_y conj(ψ)`. -/
def timeReversal (ψ : Fin 2 → ℂ) : Fin 2 → ℂ := (I • pauliY) *ᵥ star ψ
```

A two-spin state is a function on pairs of indices. This represents $\mathbb C^2\otimes\mathbb C^2$ by coordinates in the product basis. The spins have no spatial part.

```lean
/-- The product state `ψ ⊗ φ` of two spins, given by its four amplitudes. -/
def pair (ψ φ : Fin 2 → ℂ) : Fin 2 × Fin 2 → ℂ := fun p => ψ p.1 * φ p.2
```

The next two sets contain the vectors whose spans are compared. The condition `star ψ ⬝ᵥ ψ = 1` is normalisation, with the conjugate on the first factor of the inner product.

```lean
/-- All states `ψ ⊗ ψ` with `ψ` a unit spinor. -/
def parallelPairs : Set (Fin 2 × Fin 2 → ℂ) :=
  {v | ∃ ψ : Fin 2 → ℂ, star ψ ⬝ᵥ ψ = 1 ∧ v = pair ψ ψ}

/-- All states `ψ ⊗ T ψ` with `ψ` a unit spinor. -/
def antiparallelPairs : Set (Fin 2 × Fin 2 → ℂ) :=
  {v | ∃ ψ : Fin 2 → ℂ, star ψ ⬝ᵥ ψ = 1 ∧ v = pair ψ (timeReversal ψ)}
```

The exchange-symmetric states are defined as a `Submodule`, that is, a linear subspace. Its three proof fields check closure under addition, the zero vector and closure under multiplication by scalars.

```lean
/-- The two-spin states that are unchanged when the spins are exchanged. -/
def exchangeSymmetric : Submodule ℂ (Fin 2 × Fin 2 → ℂ) where
  carrier := {v | ∀ i j, v (i, j) = v (j, i)}
  add_mem' := by
    intro v w hv hw i j
    simp only [Pi.add_apply, hv i j, hw i j]
  zero_mem' := by
    intro i j
    rfl
  smul_mem' := by
    intro c v hv i j
    simp only [Pi.smul_apply, hv i j]
```

The singlet takes its signs from an antisymmetric $2\times2$ matrix and includes the factor $1/\sqrt2$.

```lean
/-- The normalised singlet state `(|01⟩ - |10⟩)/√2`. -/
def singlet : Fin 2 × Fin 2 → ℂ := fun p =>
  (((Real.sqrt 2)⁻¹ : ℝ) : ℂ) * (!![0, 1; -1, 0] : Matrix (Fin 2) (Fin 2) ℂ) p.1 p.2
```

The spinor $\chi_k$ of the derivation is `fourSpins k`, with $k$ running from 0 to 3.

```lean
/-- Four spinors: up, down, and two superpositions of up and down with
real and imaginary relative phase. -/
def fourSpins : Fin 4 → Fin 2 → ℂ :=
  ![![1, 0], ![0, 1], ![3 / 5, 4 / 5], ![3 / 5, 4 / 5 * I]]
```

## Four spinors that reach every state

The first lemma is the component formula for $T\psi$. The proof compares the two components separately and multiplies out the matrix.

```lean
/-- Time reversal swaps the two amplitudes, conjugates them and flips one sign. -/
theorem timeReversal_eq (ψ : Fin 2 → ℂ) :
    timeReversal ψ = ![star (ψ 1), -star (ψ 0)] := by
  ext i
  fin_cases i <;>
    simp [timeReversal, pauliY, Matrix.mulVec, dotProduct, Fin.sum_univ_two]
```

Normalisation of the four spinors is checked case by case. The auxiliary facts `h3`, `h4` and `h5` say that conjugation leaves the numerals 3, 4 and 5 unchanged. For $\chi_3$ the proof also needs $i^2=-1$, supplied by `Complex.I_sq`.

```lean
/-- The four chosen spinors are normalised. -/
theorem fourSpins_unit (k : Fin 4) : star (fourSpins k) ⬝ᵥ fourSpins k = 1 := by
  have h3 : (starRingEnd ℂ) 3 = 3 := Complex.ext (by simp) (by simp)
  have h4 : (starRingEnd ℂ) 4 = 4 := Complex.ext (by simp) (by simp)
  have h5 : (starRingEnd ℂ) 5 = 5 := Complex.ext (by simp) (by simp)
  fin_cases k <;> simp [fourSpins, dotProduct, Fin.sum_univ_two, h3, h4, h5] <;>
    first
    | ring1
    | linear_combination (-(16 / 25) : ℂ) * Complex.I_sq
```

The following lemma contains the expansion in antiparallel pairs. In Lean, `⊤` denotes the whole space, so the goal is to show that an arbitrary `v` belongs to the span. `Submodule.mem_span_range_iff_exists_fun` turns this into a request for four coefficients. The `refine` line supplies $c_0,c_1,c_2,c_3$ as found above, with $c_2$ and $c_3$ written out inside the first two. The four amplitudes are then compared one at a time, and `linear_combination` uses $i^2=-1$ where it is needed.

```lean
/-- The antiparallel pairs built from the four chosen spinors span the whole two-spin space. -/
theorem four_antiparallel_span :
    Submodule.span ℂ (Set.range fun k => pair (fourSpins k) (timeReversal (fourSpins k))) = ⊤ := by
  rw [eq_top_iff]
  intro v _
  rw [Submodule.mem_span_range_iff_exists_fun]
  have h3 : (starRingEnd ℂ) 3 = 3 := Complex.ext (by simp) (by simp)
  have h4 : (starRingEnd ℂ) 4 = 4 := Complex.ext (by simp) (by simp)
  have h5 : (starRingEnd ℂ) 5 = 5 := Complex.ext (by simp) (by simp)
  -- the expansion coefficients of an arbitrary state `v`
  refine ⟨![-v (0, 1) - 9 / 25 * (25 / 24 * (v (0, 0) - v (1, 1))
        + 25 / 24 * I * (v (0, 0) + v (1, 1))),
      v (1, 0) - 16 / 25 * (25 / 24 * (v (0, 0) - v (1, 1))
        + 25 / 24 * I * (v (0, 0) + v (1, 1))),
      25 / 24 * (v (0, 0) - v (1, 1)),
      25 / 24 * I * (v (0, 0) + v (1, 1))], ?_⟩
  ext ⟨i, j⟩
  fin_cases i <;> fin_cases j <;>
    simp [Fin.sum_univ_four, pair, timeReversal_eq, fourSpins, h3, h4, h5] <;>
    first
    | ring1
    | linear_combination (-(1 / 2) * (v (0, 0) + v (1, 1))) * Complex.I_sq
    | linear_combination (-(2 / 3) * I * (v (0, 0) + v (1, 1))) * Complex.I_sq
```

## The three dimensions of the parallel pairs

The equality between the span and the symmetric subspace is proved as two inclusions. The first is commutativity of multiplication, $\psi_i\psi_j=\psi_j\psi_i$. For the second, `hdec` is the three-term decomposition derived above, and `hmem` records that each term uses a parallel pair of a unit spinor.

```lean
/-- The parallel pairs span exactly the exchange-symmetric two-spin states. -/
theorem span_parallel : Submodule.span ℂ parallelPairs = exchangeSymmetric := by
  apply le_antisymm
  · rw [Submodule.span_le]
    rintro v ⟨ψ, _, rfl⟩ i j
    exact mul_comm _ _
  · intro v hv
    have hs : v (1, 0) = v (0, 1) := hv 1 0
    have hmem : ∀ k, pair (fourSpins k) (fourSpins k) ∈ Submodule.span ℂ parallelPairs :=
      fun k => Submodule.subset_span ⟨_, fourSpins_unit k, rfl⟩
    -- three parallel pairs suffice to build `v`
    have hdec : v = (v (0, 0) - 3 / 4 * v (0, 1)) • pair (fourSpins 0) (fourSpins 0)
        + (v (1, 1) - 4 / 3 * v (0, 1)) • pair (fourSpins 1) (fourSpins 1)
        + (25 / 12 * v (0, 1)) • pair (fourSpins 2) (fourSpins 2) := by
      ext ⟨i, j⟩
      fin_cases i <;> fin_cases j <;> simp [pair, fourSpins, hs] <;> ring
    rw [hdec]
    exact Submodule.add_mem _ (Submodule.add_mem _ (Submodule.smul_mem _ _ (hmem 0))
      (Submodule.smul_mem _ _ (hmem 1))) (Submodule.smul_mem _ _ (hmem 2))
```

The dimension count constructs a linear equivalence `e` between symmetric states and $\mathbb C^3$. Its forward map reads off the amplitudes on $00$, $01$ and $11$. The inverse places the middle number in both mixed positions. `Module.finrank` is the dimension, and the equivalence carries it over from $\mathbb C^3$.

```lean
/-- The exchange-symmetric states of two spins one-half form a three-dimensional space. -/
theorem finrank_exchangeSymmetric : Module.finrank ℂ exchangeSymmetric = 3 := by
  -- a symmetric state is fixed by its amplitudes on 00, 01 and 11
  let e : exchangeSymmetric ≃ₗ[ℂ] (Fin 3 → ℂ) :=
    { toFun := fun v => ![v.1 (0, 0), v.1 (0, 1), v.1 (1, 1)]
      map_add' := by
        intro v w
        ext k
        fin_cases k <;> rfl
      map_smul' := by
        intro c v
        ext k
        fin_cases k <;> rfl
      invFun := fun c => ⟨fun p => c ((![![0, 1], ![1, 2]] : Fin 2 → Fin 2 → Fin 3) p.1 p.2), by
        intro i j
        fin_cases i <;> fin_cases j <;> rfl⟩
      left_inv := by
        intro v
        apply Subtype.ext
        funext p
        obtain ⟨i, j⟩ := p
        fin_cases i <;> fin_cases j <;> first | rfl | exact v.2 0 1
      right_inv := by
        intro c
        ext k
        fin_cases k <;> rfl }
  rw [e.finrank_eq]
  simp
```

The main theorem has two parts. The complex linear span of all states $\psi\otimes T\psi$ with $\psi$ a unit spinor is the whole two-spin space, and the span of all states $\psi\otimes\psi$ with $\psi$ a unit spinor has dimension three. It assumes nothing beyond these definitions.

For the first part, the four chosen pairs belong to `antiparallelPairs`, so their span is contained in the larger one. For the second, the span is replaced by the symmetric subspace, whose dimension is known.

```lean
/-- Antiparallel pairs `ψ ⊗ T ψ` over all unit spinors span the whole two-spin space, whereas
parallel pairs `ψ ⊗ ψ` span only a three-dimensional subspace. -/
theorem antiparallel_span_top_parallel_span_three :
    Submodule.span ℂ antiparallelPairs = ⊤ ∧
      Module.finrank ℂ (Submodule.span ℂ parallelPairs) = 3 := by
  constructor
  · rw [eq_top_iff, ← four_antiparallel_span]
    apply Submodule.span_mono
    rintro _ ⟨k, rfl⟩
    exact ⟨_, fourSpins_unit k, rfl⟩
  · rw [span_parallel]
    exact finrank_exchangeSymmetric
```

The theorem compares linear spans. It does not say how accurately a measurement can determine an unknown direction from either kind of pair.

## Singlet overlap and linear independence

The overlap formulas are stated for every spinor, normalised or not, which is why the squared norm `star ψ ⬝ᵥ ψ` appears on the right. Both proofs write out the sum over four amplitudes and finish with algebra.

```lean
/-- The singlet is orthogonal to every parallel pair, and its overlap with an antiparallel pair
is `-1/√2` times the squared norm of the spinor. -/
theorem singlet_overlap (ψ : Fin 2 → ℂ) :
    star singlet ⬝ᵥ pair ψ ψ = 0 ∧
      star singlet ⬝ᵥ pair ψ (timeReversal ψ)
        = -(((Real.sqrt 2)⁻¹ : ℝ) : ℂ) * (star ψ ⬝ᵥ ψ) := by
  constructor
  · simp [singlet, pair, dotProduct, Fintype.sum_prod_type, Fin.sum_univ_two]
    ring
  · simp [singlet, pair, timeReversal_eq, dotProduct, Fintype.sum_prod_type,
      Fin.sum_univ_two]
    ring
```

The independence of the four antiparallel pairs follows by counting: they span the space, and their number equals its dimension.

```lean
/-- The antiparallel pairs of the four chosen spinors are linearly independent. -/
theorem four_antiparallel_independent :
    LinearIndependent ℂ fun k => pair (fourSpins k) (timeReversal (fourSpins k)) := by
  apply linearIndependent_of_top_le_span_of_card_eq_finrank
  · exact four_antiparallel_span.ge
  · simp [Module.finrank_fintype_fun_eq_card]
```

The last theorem allows any four spinors, including unnormalised, repeated or zero ones. The proof assumes that the four parallel pairs are independent and regards them as vectors `w` in the symmetric subspace. Independence would persist there and require $4\le3$, a contradiction that `omega` detects.

```lean
/-- Four parallel pairs are linearly dependent, whatever the four spinors are. -/
theorem four_parallel_dependent (ψ : Fin 4 → Fin 2 → ℂ) :
    ¬ LinearIndependent ℂ fun k => pair (ψ k) (ψ k) := by
  intro h
  -- regard the four pairs as vectors of the three-dimensional symmetric space
  let w : Fin 4 → exchangeSymmetric := fun k => ⟨pair (ψ k) (ψ k), fun _ _ => mul_comm _ _⟩
  have hw : LinearIndependent ℂ w := LinearIndependent.of_comp exchangeSymmetric.subtype h
  have hcard := hw.fintype_card_le_finrank
  rw [finrank_exchangeSymmetric, Fintype.card_fin] at hcard
  omega

end

end AntiparallelSpins
```

```lean
#print axioms AntiparallelSpins.antiparallel_span_top_parallel_span_three
#print axioms AntiparallelSpins.singlet_overlap
#print axioms AntiparallelSpins.four_antiparallel_independent
#print axioms AntiparallelSpins.four_parallel_dependent
```

```
'AntiparallelSpins.antiparallel_span_top_parallel_span_three' depends on axioms: [propext, Classical.choice, Quot.sound]
'AntiparallelSpins.singlet_overlap' depends on axioms: [propext, Classical.choice, Quot.sound]
'AntiparallelSpins.four_antiparallel_independent' depends on axioms: [propext, Classical.choice, Quot.sound]
'AntiparallelSpins.four_parallel_dependent' depends on axioms: [propext, Classical.choice, Quot.sound]
```

## Comparing projectors instead of vectors

The pairs could also have been modelled by their density matrices, $P_\psi\otimes P_\psi$ and $P_\psi\otimes P_{T\psi}$, where $P_\psi$ is the projector onto a unit spinor $\psi$. The spans would then be subspaces of the $4\times4$ matrices, and the difference in dimension would disappear.

The reason is that $P_{T\psi}=1-P_\psi$. The linear map $X\mapsto(\operatorname{tr}X)\,1-X$ on $2\times2$ matrices therefore sends $P_\psi$ to $P_{T\psi}$, and applying it twice returns $X$. Used on the second spin alone, it turns one family of projectors into the other and is invertible, so the two spans have equal dimension. This comparison rests on the short argument just given and not on the Lean file.

The contrast proved above thus concerns state vectors. There, the reversal acts antilinearly on the second spinor and leaves the first alone. The resulting rule $\psi\otimes\psi\mapsto\psi\otimes T\psi$ extends to neither a linear nor an antilinear map of the two-spin space, since either kind of map would keep dependent vectors dependent. Four parallel pairs are always dependent, yet the four antiparallel pairs built from $\chi_0,\dots,\chi_3$ are not.
